# Self-scaled Broyden updates with 0 ≤ φ ≤ 1 preserve the ratio of relative Hessian bounds on a quadratic energy

A molecule is relaxed towards a minimum of its energy. When the exact Hessian A is too expensive to compute at every step, the optimiser can carry a model B, often started from rough force constants, and corrects it after each step s using the observed change y of the gradient. Such a correction repairs the curvature along s. If the rest of B is wrong by a large overall factor, the repaired direction now disagrees with all the others, and the model can be worse conditioned relative to A than before. When the energy is quadratic, multiplying B by a suitable number t before the update keeps any initial bound on this relative condition number.

## Bounds that survive the update

Near the minimum take the energy as quadratic, so that y = As. Let A be positive definite: every displacement costs energy, which for a free molecule means that translations and rotations have been removed. Write X ≤ Y when Y − X is positive semidefinite, and suppose that

mA ≤ B ≤ MA, with m > 0.

The eigenvalues of A⁻¹B then lie between m and M, so M/m bounds the condition number of the model relative to the true Hessian. A common factor in B changes the length of the quasi-Newton step −B⁻¹g, where g is the gradient, but not its direction.

The two basic updates are

BFGS(B) = B − B s sᵀB / sᵀBs + y yᵀ / yᵀs

DFP(B) = (I − y sᵀ / yᵀs) B (I − s yᵀ / yᵀs) + y yᵀ / yᵀs.

For s ≠ 0, t = yᵀs / sᵀBs and 0 ≤ φ ≤ 1, the result is that t > 0 and

C = (1 − φ) BFGS(tB) + φ DFP(tB) satisfies tmA ≤ C ≤ tMA.

## Derivation from quadratic forms along a line

First suppose that B already has the right curvature along s, so that sᵀBs = sᵀAs = b > 0. The bounds at s read mb ≤ b ≤ Mb, hence m ≤ 1 ≤ M. For any vector x put

a = xᵀAx, q = xᵀBx, P = xᵀAs / b, R = xᵀBs / b.

On the line x − cs the two quadratic forms are

A-form: a − 2cPb + c²b

B-form: q − 2cRb + c²b,

with minima at c = P and c = R. Inserting x into the updates gives

xᵀBFGS(B)x = q − R²b + P²b

xᵀDFP(B)x = q − 2PRb + 2P²b.

Apart from the common term P²b, BFGS takes the B-form at its own minimum, and DFP takes it at the minimum of the A-form. Their difference is

xᵀDFP(B)x − xᵀBFGS(B)x = (R − P)²b ≥ 0.

It is therefore enough to bound BFGS from below and DFP from above. The lower bound on B at x − Rs gives

q − R²b ≥ m(a − 2PRb + R²b) = m(a − P²b) + m(R − P)²b ≥ m(a − P²b),

so xᵀBFGS(B)x ≥ ma + (1 − m)P²b ≥ ma. The upper bound at x − Ps gives

q − 2PRb + P²b ≤ M(a − P²b),

so xᵀDFP(B)x ≤ Ma − (M − 1)P²b ≤ Ma. Both forms lie in [ma, Ma], and so does their average with weights 1 − φ and φ. Both updates are symmetric, which completes the matched case.

For general B, sᵀBs ≥ m sᵀAs > 0, so t is positive. The matrix tB has bounds tm and tM, and

sᵀ(tB)s = yᵀs = sᵀAs.

The matched case applies to tB. Repeating the step multiplies both bounds by the same product of factors t, so their ratio stays M/m.

## Scaling in a geometry optimisation

After a step, a program that uses this scaling has s from the two geometries and y from the two gradients. It forms Bs and two scalar products, multiplies B by t, and then updates. On a real energy surface yᵀs can be zero or negative; t is then not positive, and B should not be scaled by it. If the initial model is βI with β > 0, then

tB = (yᵀs / sᵀs) I,

and the guessed force constant β disappears at the first update. A program that stores B⁻¹ divides it by t instead.

## The updates and bounds in Lean

The matrices are real and indexed by a finite type `n`, one index per coordinate.

```lean
import Mathlib

open Matrix

namespace SelfScalingBroyden

noncomputable section

variable {n : Type*} [Fintype n]
```

`s ⬝ᵥ B *ᵥ s` is sᵀBs, and `vecMulVec u v` is the rank-one matrix u vᵀ. All updates act on the Hessian model, not on its inverse.

```lean
/-- The BFGS update of the Hessian model `B` for step `s` and gradient change `y`,
for symmetric `B` with `sᵀBs ≠ 0` and `yᵀs ≠ 0`. -/
def bfgs (B : Matrix n n ℝ) (s y : n → ℝ) : Matrix n n ℝ :=
  B - (s ⬝ᵥ B *ᵥ s)⁻¹ • vecMulVec (B *ᵥ s) (B *ᵥ s) + (y ⬝ᵥ s)⁻¹ • vecMulVec y y

/-- The DFP update of the Hessian model `B` for step `s` and gradient change `y`,
for `yᵀs ≠ 0`. -/
def dfp [DecidableEq n] (B : Matrix n n ℝ) (s y : n → ℝ) : Matrix n n ℝ :=
  (1 - (y ⬝ᵥ s)⁻¹ • vecMulVec y s) * B * (1 - (y ⬝ᵥ s)⁻¹ • vecMulVec s y)
    + (y ⬝ᵥ s)⁻¹ • vecMulVec y y
```

The convention for φ puts BFGS at 0 and DFP at 1.

```lean
/-- The Broyden class: BFGS at `φ = 0`, DFP at `φ = 1`,
for `sᵀBs ≠ 0` and `yᵀs ≠ 0`. -/
def broyden [DecidableEq n] (φ : ℝ) (B : Matrix n n ℝ) (s y : n → ℝ) : Matrix n n ℝ :=
  (1 - φ) • bfgs B s y + φ • dfp B s y

/-- The self-scaling factor `t = yᵀs / sᵀBs`, for `sᵀBs ≠ 0`. -/
def scaling (B : Matrix n n ℝ) (s y : n → ℝ) : ℝ :=
  (y ⬝ᵥ s) / (s ⬝ᵥ B *ᵥ s)
```

Despite its name, `SpectralBounds` refers to the spectrum of B relative to A, not to the eigenvalues of B alone.

```lean
/-- The model `B` lies between `m A` and `M A`: both `B - m A` and `M A - B` are
positive semidefinite. -/
def SpectralBounds (A : Matrix n n ℝ) (m M : ℝ) (B : Matrix n n ℝ) : Prop :=
  (B - m • A).PosSemidef ∧ (M • A - B).PosSemidef
```

## From matrix inequalities to quadratic forms

Mathlib's `PosSemidef` includes symmetry. For symmetric A the pair of matrix inequalities is therefore equivalent to symmetry of B together with two scalar inequalities for every x.

```lean
/-- For symmetric `A`, the model `B` lies between `m A` and `M A` exactly when `B` is symmetric and
its quadratic form `xᵀBx` lies between `m xᵀAx` and `M xᵀAx` for every `x`. -/
theorem spectralBounds_iff {A B : Matrix n n ℝ} {m M : ℝ} (hA : Aᵀ = A) :
    SpectralBounds A m M B ↔ Bᵀ = B ∧ ∀ x : n → ℝ,
      m * (x ⬝ᵥ A *ᵥ x) ≤ x ⬝ᵥ B *ᵥ x ∧ x ⬝ᵥ B *ᵥ x ≤ M * (x ⬝ᵥ A *ᵥ x) := by
  constructor
  · rintro ⟨h1, h2⟩
    have h := h1.isHermitian.eq
    rw [conjTranspose_eq_transpose_of_trivial, transpose_sub, transpose_smul, hA] at h
    refine ⟨sub_left_inj.mp h, fun x => ?_⟩
    have e1 := h1.dotProduct_mulVec_nonneg x
    have e2 := h2.dotProduct_mulVec_nonneg x
    simp only [star_trivial, sub_mulVec, smul_mulVec, dotProduct_sub, dotProduct_smul,
      smul_eq_mul] at e1 e2
    constructor <;> linarith
  · rintro ⟨hB, h⟩
    constructor
    · refine PosSemidef.of_dotProduct_mulVec_nonneg ?_ fun x => ?_
      · rw [IsHermitian, conjTranspose_eq_transpose_of_trivial, transpose_sub,
          transpose_smul, hA, hB]
      · simp only [star_trivial, sub_mulVec, smul_mulVec, dotProduct_sub, dotProduct_smul,
          smul_eq_mul]
        linarith [(h x).1]
    · refine PosSemidef.of_dotProduct_mulVec_nonneg ?_ fun x => ?_
      · rw [IsHermitian, conjTranspose_eq_transpose_of_trivial, transpose_sub,
          transpose_smul, hA, hB]
      · simp only [star_trivial, sub_mulVec, smul_mulVec, dotProduct_sub, dotProduct_smul,
          smul_eq_mul]
        linarith [(h x).2]
```

The word `energy` in the lemma names stands for the quadratic form xᵀBx, which is twice the model's energy for a displacement x from the minimum. The next lemma expands this form along x − cs, using symmetry to merge the two cross terms.

```lean
/-- The quadratic form of a symmetric `B` at the point `x - c s`, expanded in powers of `c`. -/
theorem energy_on_line {B : Matrix n n ℝ} (hB : Bᵀ = B) (x s : n → ℝ) (c : ℝ) :
    (x - c • s) ⬝ᵥ B *ᵥ (x - c • s)
      = x ⬝ᵥ B *ᵥ x - 2 * c * (x ⬝ᵥ B *ᵥ s) + c ^ 2 * (s ⬝ᵥ B *ᵥ s) := by
  have h : s ⬝ᵥ B *ᵥ x = x ⬝ᵥ B *ᵥ s := by
    rw [dotProduct_mulVec, ← mulVec_transpose, hB, dotProduct_comm]
  simp only [mulVec_sub, mulVec_smul, sub_dotProduct, dotProduct_sub, smul_dotProduct,
    dotProduct_smul, smul_eq_mul]
  linear_combination (-c) * h

/-- A rank-one matrix `u vᵀ` sends `x` to `(vᵀx) u`. -/
theorem rankOne_mulVec (u v x : n → ℝ) : vecMulVec u v *ᵥ x = (v ⬝ᵥ x) • u := by
  ext i
  simp only [mulVec, dotProduct, vecMulVec_apply, Pi.smul_apply, smul_eq_mul, Finset.sum_mul]
  exact Finset.sum_congr rfl fun j _ => by ring
```

The quadratic forms of the two updates follow by applying each rank-one term to x. For DFP, the auxiliary equation `h` identifies the shifted point at which B is evaluated.

```lean
/-- The quadratic form of the BFGS update at `x`: `xᵀBx - (xᵀBs)² / sᵀBs + (yᵀx)² / yᵀs`. -/
theorem bfgs_energy (B : Matrix n n ℝ) (s y x : n → ℝ) :
    x ⬝ᵥ bfgs B s y *ᵥ x = x ⬝ᵥ B *ᵥ x - (x ⬝ᵥ B *ᵥ s) ^ 2 / (s ⬝ᵥ B *ᵥ s)
      + (y ⬝ᵥ x) ^ 2 / (y ⬝ᵥ s) := by
  simp only [bfgs, add_mulVec, sub_mulVec, smul_mulVec, rankOne_mulVec, dotProduct_add,
    dotProduct_sub, dotProduct_smul, smul_eq_mul, dotProduct_comm (B *ᵥ s) x,
    dotProduct_comm x y]
  ring

variable [DecidableEq n]

/-- The quadratic form of the DFP update at `x`: the quadratic form of `B` at `x - (yᵀx / yᵀs) s`,
plus `(yᵀx)² / yᵀs`. -/
theorem dfp_energy (B : Matrix n n ℝ) (s y x : n → ℝ) :
    x ⬝ᵥ dfp B s y *ᵥ x
      = (x - ((y ⬝ᵥ x) / (y ⬝ᵥ s)) • s) ⬝ᵥ B *ᵥ (x - ((y ⬝ᵥ x) / (y ⬝ᵥ s)) • s)
        + (y ⬝ᵥ x) ^ 2 / (y ⬝ᵥ s) := by
  have h : (1 - (y ⬝ᵥ s)⁻¹ • vecMulVec s y) *ᵥ x = x - ((y ⬝ᵥ x) / (y ⬝ᵥ s)) • s := by
    rw [sub_mulVec, one_mulVec, smul_mulVec, rankOne_mulVec, smul_smul, div_eq_inv_mul]
  rw [dfp, add_mulVec, ← mulVec_mulVec, ← mulVec_mulVec, h]
  simp only [sub_mulVec, one_mulVec, smul_mulVec, rankOne_mulVec, dotProduct_add,
    dotProduct_sub, dotProduct_smul, sub_dotProduct, smul_dotProduct, smul_eq_mul,
    dotProduct_comm x y]
  ring
```

## The matched case and the scaled update

`matched_update` assumes equal curvature along s in `hc`. It first checks symmetry, then introduces R and P, and `hC` writes the form of the updated matrix in terms of them. The facts `lR` and `lP` are the bounds on B at x − Rs and x − Ps. After `generalize` only real numbers remain: `k1` and `k2` are the inequalities m ≤ 1 ≤ M multiplied by P²b, and `k3` says that the difference between DFP and BFGS is nonnegative. The inequalities `e1` and `e4` bound BFGS, `e2` and `e3` bound DFP, and the last lines average them with the weights 1 − φ and φ.

```lean
/-- If `B` and the positive definite Hessian `A` have the same curvature along `s ≠ 0`, every
update with `0 ≤ φ ≤ 1` and `y = A s` keeps the bounds `m A` and `M A` of `B`, for `m ≥ 0`. -/
theorem matched_update {A B : Matrix n n ℝ} {m M φ : ℝ} {s : n → ℝ} (hA : A.PosDef)
    (hm : 0 ≤ m) (hB : SpectralBounds A m M B) (hs : s ≠ 0)
    (hc : s ⬝ᵥ B *ᵥ s = s ⬝ᵥ A *ᵥ s) (h0 : 0 ≤ φ) (h1 : φ ≤ 1) :
    SpectralBounds A m M (broyden φ B s (A *ᵥ s)) := by
  have hAs : Aᵀ = A := by
    rw [← conjTranspose_eq_transpose_of_trivial]; exact hA.isHermitian.eq
  have hb : 0 < s ⬝ᵥ A *ᵥ s := by
    simpa only [star_trivial] using hA.dotProduct_mulVec_pos hs
  rw [spectralBounds_iff hAs] at hB ⊢
  obtain ⟨hBs, hq⟩ := hB
  have hv : ∀ u v : n → ℝ, (vecMulVec u v)ᵀ = vecMulVec v u := by
    intro u v; ext i j; simp [vecMulVec_apply, mul_comm]
  refine ⟨by simp only [broyden, bfgs, dfp, transpose_add, transpose_sub, transpose_smul,
    transpose_mul, transpose_one, hv, hBs, Matrix.mul_assoc], fun x => ?_⟩
  -- R and P locate the minima of the B-form and the A-form on the line x - c s
  obtain ⟨R, hR⟩ : ∃ R, x ⬝ᵥ B *ᵥ s = R * (s ⬝ᵥ A *ᵥ s) :=
    ⟨_, (div_mul_cancel₀ _ hb.ne').symm⟩
  obtain ⟨P, hP⟩ : ∃ P, x ⬝ᵥ A *ᵥ s = P * (s ⬝ᵥ A *ᵥ s) :=
    ⟨_, (div_mul_cancel₀ _ hb.ne').symm⟩
  have hsq : ∀ z : ℝ, (z * (s ⬝ᵥ A *ᵥ s)) ^ 2 / (s ⬝ᵥ A *ᵥ s) = z ^ 2 * (s ⬝ᵥ A *ᵥ s) := by
    intro z; rw [div_eq_iff hb.ne']; ring
  have hC : x ⬝ᵥ broyden φ B s (A *ᵥ s) *ᵥ x
      = (1 - φ) * (x ⬝ᵥ B *ᵥ x - R ^ 2 * (s ⬝ᵥ A *ᵥ s))
        + φ * (x ⬝ᵥ B *ᵥ x - 2 * P * R * (s ⬝ᵥ A *ᵥ s) + P ^ 2 * (s ⬝ᵥ A *ᵥ s))
        + P ^ 2 * (s ⬝ᵥ A *ᵥ s) := by
    rw [broyden, add_mulVec, smul_mulVec, smul_mulVec, dotProduct_add, dotProduct_smul,
      dotProduct_smul, bfgs_energy, dfp_energy, smul_eq_mul, smul_eq_mul,
      dotProduct_comm (A *ᵥ s) s, dotProduct_comm (A *ᵥ s) x, hP,
      mul_div_cancel_right₀ P hb.ne', energy_on_line hBs, hR, hc, hsq, hsq]
    ring
  have lR := (hq (x - R • s)).1
  have lP := hq (x - P • s)
  have ls := hq s
  rw [energy_on_line hAs, energy_on_line hBs, hR, hP, hc] at lR lP
  rw [hc] at ls
  rw [hC]
  generalize s ⬝ᵥ A *ᵥ s = b at *
  generalize x ⬝ᵥ A *ᵥ x = a at *
  generalize x ⬝ᵥ B *ᵥ x = q at *
  -- equal curvature along s forces m ≤ 1 ≤ M
  have k1 := mul_nonneg (sub_nonneg.2 ls.1) (sq_nonneg P)
  have k2 := mul_nonneg (sub_nonneg.2 ls.2) (sq_nonneg P)
  have k3 := mul_nonneg hb.le (sq_nonneg (R - P))
  have k4 := mul_nonneg hm k3
  have e1 : 0 ≤ q - R ^ 2 * b + P ^ 2 * b - m * a := by linarith
  have e2 : 0 ≤ q - 2 * P * R * b + P ^ 2 * b + P ^ 2 * b - m * a := by linarith
  have e3 : 0 ≤ M * a - (q - 2 * P * R * b + P ^ 2 * b + P ^ 2 * b) := by linarith
  have e4 : 0 ≤ M * a - (q - R ^ 2 * b + P ^ 2 * b) := by linarith
  have hφ := sub_nonneg.2 h1
  constructor
  · linarith [mul_nonneg hφ e1, mul_nonneg h0 e2]
  · linarith [mul_nonneg hφ e4, mul_nonneg h0 e3]
```

The main theorem has y = As built in, as the argument `A *ᵥ s`. It assumes neither m ≤ M nor positive definiteness of B, since both follow from the other hypotheses. Its proof establishes t > 0, obtains the curvature match in `hmatch`, and applies the previous theorem to tB.

```lean
/-- Let `A` be positive definite, `m > 0`, `B` between `m A` and `M A`, `s ≠ 0` and `y = A s`.
Then `t = yᵀs / sᵀBs` is positive, and every update of `t B` with `0 ≤ φ ≤ 1` lies between
`t m A` and `t M A`. -/
theorem self_scaled_update {A B : Matrix n n ℝ} {m M φ : ℝ} {s : n → ℝ} (hA : A.PosDef)
    (hm : 0 < m) (hB : SpectralBounds A m M B) (hs : s ≠ 0) (h0 : 0 ≤ φ) (h1 : φ ≤ 1) :
    0 < scaling B s (A *ᵥ s) ∧
      SpectralBounds A (scaling B s (A *ᵥ s) * m) (scaling B s (A *ᵥ s) * M)
        (broyden φ (scaling B s (A *ᵥ s) • B) s (A *ᵥ s)) := by
  have hAs : Aᵀ = A := by
    rw [← conjTranspose_eq_transpose_of_trivial]; exact hA.isHermitian.eq
  have hb : 0 < s ⬝ᵥ A *ᵥ s := by
    simpa only [star_trivial] using hA.dotProduct_mulVec_pos hs
  obtain ⟨hBs, hq⟩ := (spectralBounds_iff hAs).1 hB
  have ha : 0 < s ⬝ᵥ B *ᵥ s := lt_of_lt_of_le (mul_pos hm hb) (hq s).1
  have ht : 0 < scaling B s (A *ᵥ s) := by
    rw [scaling, dotProduct_comm (A *ᵥ s) s]; exact div_pos hb ha
  -- the scaling matches the curvatures of t B and A along s
  have hmatch : scaling B s (A *ᵥ s) * (s ⬝ᵥ B *ᵥ s) = s ⬝ᵥ A *ᵥ s := by
    rw [scaling, div_mul_cancel₀ _ ha.ne', dotProduct_comm (A *ᵥ s) s]
  refine ⟨ht, matched_update hA (mul_pos ht hm).le ?_ hs ?_ h0 h1⟩
  · refine (spectralBounds_iff hAs).2 ⟨by rw [transpose_smul, hBs], fun x => ?_⟩
    rw [smul_mulVec, dotProduct_smul, smul_eq_mul, mul_assoc, mul_assoc]
    exact ⟨mul_le_mul_of_nonneg_left (hq x).1 ht.le, mul_le_mul_of_nonneg_left (hq x).2 ht.le⟩
  · rw [smul_mulVec, dotProduct_smul, smul_eq_mul, hmatch]
```

## Many steps, and an update without scaling

The iteration theorem allows any nonzero steps and a different φ each time, so it applies to quasi-Newton optimisation with or without a line search, provided that the energy is quadratic with one fixed Hessian. The induction multiplies the accumulated product by the next scaling factor. On a real energy surface the Hessian changes between geometries, and passing from the fixed A to that situation needs a further argument. The theorem preserves a bound; it does not say that B approaches A or that the optimisation converges.

```lean
/-- Under repeated self-scaled updates with nonzero steps, `0 ≤ φ ≤ 1` and a fixed positive
definite Hessian `A`, initial bounds `m A` and `M A` with `m > 0` are both multiplied by the same
positive number, the product of the scaling factors. -/
theorem self_scaled_iteration {A : Matrix n n ℝ} {m M : ℝ} (hA : A.PosDef) (hm : 0 < m)
    (B : ℕ → Matrix n n ℝ) (s : ℕ → n → ℝ) (φ : ℕ → ℝ) (hB : SpectralBounds A m M (B 0))
    (hs : ∀ k, s k ≠ 0) (hφ : ∀ k, 0 ≤ φ k ∧ φ k ≤ 1)
    (step : ∀ k, B (k + 1) =
      broyden (φ k) (scaling (B k) (s k) (A *ᵥ s k) • B k) (s k) (A *ᵥ s k)) (k : ℕ) :
    0 < ∏ i ∈ Finset.range k, scaling (B i) (s i) (A *ᵥ s i) ∧
      SpectralBounds A ((∏ i ∈ Finset.range k, scaling (B i) (s i) (A *ᵥ s i)) * m)
        ((∏ i ∈ Finset.range k, scaling (B i) (s i) (A *ᵥ s i)) * M) (B k) := by
  induction k with
  | zero => simpa using hB
  | succ k ih =>
    obtain ⟨hp, hk⟩ := ih
    obtain ⟨ht, h⟩ := self_scaled_update hA (mul_pos hp hm) hk (hs k) (hφ k).1 (hφ k).2
    rw [Finset.prod_range_succ, step k]
    refine ⟨mul_pos hp ht, ?_⟩
    rw [mul_comm (∏ i ∈ Finset.range k, scaling (B i) (s i) (A *ᵥ s i)), mul_assoc, mul_assoc]
    exact h
```

The last theorem shows what can happen without t. Take A = I and B = 2I in two dimensions, with s = y = (1, 0). Every φ gives the diagonal matrix with entries 1 and 2, so the relative condition number rises from 1 to 2. With t = 1/2 the scaled model is already I, and the update leaves it there. The Lean proof evaluates the form of the unscaled update on the two unit vectors, which forces m ≤ 1 and M ≥ 2.

```lean
/-- Without scaling the bounds can widen: for `A = 1`, `B = 2` in two dimensions and `s = y` the
first unit vector, `B` has the bounds `2, 2`, but any bounds `m, M` of an updated model satisfy
`m ≤ 1` and `M ≥ 2`. -/
theorem unscaled_update_widens :
    SpectralBounds (1 : Matrix (Fin 2) (Fin 2) ℝ) 2 2 ((2 : ℝ) • 1) ∧
      ∀ φ m M : ℝ, SpectralBounds (1 : Matrix (Fin 2) (Fin 2) ℝ) m M
        (broyden φ ((2 : ℝ) • 1) ![1, 0] ![1, 0]) → m ≤ 1 ∧ 2 ≤ M := by
  refine ⟨⟨by rw [sub_self]; exact PosSemidef.zero, by rw [sub_self]; exact PosSemidef.zero⟩,
    fun φ m M h => ?_⟩
  obtain ⟨-, hq⟩ := (spectralBounds_iff transpose_one).1 h
  -- test the quadratic form on the two unit vectors
  have e1 := (hq ![1, 0]).1
  have e2 := (hq ![0, 1]).2
  simp only [broyden, add_mulVec, smul_mulVec, dotProduct_add, dotProduct_smul, bfgs_energy,
    dfp_energy, one_mulVec, smul_eq_mul] at e1 e2
  norm_num [dotProduct, Fin.sum_univ_succ] at e1 e2
  constructor <;> linarith

end

end SelfScalingBroyden
```

```lean
#print axioms SelfScalingBroyden.self_scaled_iteration
-- 'SelfScalingBroyden.self_scaled_iteration' depends on axioms: [propext, Classical.choice, Quot.sound]
#print axioms SelfScalingBroyden.unscaled_update_widens
-- 'SelfScalingBroyden.unscaled_update_widens' depends on axioms: [propext, Classical.choice, Quot.sound]
```
